# For t, U > 0, the symmetric state of the mean-field Hubbard dimer has an exponentially growing mode exactly when U > 2t

When I stretch a bond in a spin-restricted mean-field calculation, I test the solution for stability before I use its linear-response excitation energies. A negative squared frequency in the spin channel tells me to let the two spins separate and converge again. The smallest model I know for this step is the Hubbard dimer with one electron of each spin, hopping t > 0 and on-site repulsion U > 0. For spin s = 1, 2, let z_s be the occupation of the left site minus that of the right, and φ_s the relative phase between the sites. The mean-field energy is

E = −t Σ_s √(1 − z_s²) cos φ_s + (U/2)(1 + z₁z₂)

and, with ħ = 1 and a prime for the time derivative, the dynamics is φ_s' = 2 ∂E/∂z_s, z_s' = −2 ∂E/∂φ_s. I believe that the squared frequencies at z = φ = 0 are 2t(2t ± U). For U > 2t there should be a stationary state with φ = 0 and z₁ = −z₂ = √(1 − 4t²/U²), whose squared frequencies are U² ± 4t². Can this be made rigorous and machine-checked, starting from the energy?

## Sum and difference modes, and the softening at U = 2t

Yes, the claim holds as you state it. Differentiating E gives, for spin 1,

φ₁' = 2t z₁ cos φ₁ / √(1 − z₁²) + U z₂

z₁' = −2t √(1 − z₁²) sin φ₁

and the same with the indices exchanged for spin 2. All four velocities vanish at z = φ = 0, the symmetric state.

Now let ζ₁, ζ₂ be small changes of the imbalances and η₁, η₂ small phases, around a state with φ = 0. The cosine changes only at second order, and

d/dz [z/√(1 − z²)] = 1/√(1 − z²) + z²/√(1 − z²)³ = 1/√(1 − z²)³.

If z₁² = z₂² = z², both spins therefore share the coefficients m = 2t√(1 − z²) and k = 2t/√(1 − z²)³:

ζ₁' = −m η₁, η₁' = k ζ₁ + U ζ₂

ζ₂' = −m η₂, η₂' = k ζ₂ + U ζ₁

For amplitudes proportional to exp(iωτ), with τ the time, each prime becomes a factor iω. Multiplying the imbalance equations by iω and inserting the phase equations gives

ω² ζ₁ = m(k ζ₁ + U ζ₂), ω² ζ₂ = m(k ζ₂ + U ζ₁).

Their sum and difference decouple:

[ω² − m(k + U)](ζ₁ + ζ₂) = 0

[ω² − m(k − U)](ζ₁ − ζ₂) = 0

If neither bracket vanishes, then ζ₁ = ζ₂ = 0, and m ≠ 0 forces η₁ = η₂ = 0. If one does vanish, ζ₁ = 1, ζ₂ = ±1, η₁ = −iω/m, η₂ = ±η₁ is a nonzero solution. So the frequencies are exactly the ω with ω² = m(k ± U).

At z = 0, m = k = 2t, hence ω² = 2t(2t ± U). The lower sign belongs to the spin mode, in which the two spins move oppositely. For U > 2t it has the solution ω = −i√(2t(U − 2t)), and exp(iωτ) grows.

At z₁ = −z₂ = √(1 − 4t²/U²) the root √(1 − z²) equals 2t/U. Then φ₁' = U z₁ − U z₁ = 0, likewise φ₂' = 0, and the imbalances are at rest because sin 0 = 0. Here m = 4t²/U and k = U³/(4t²), so mk = U², mU = 4t² and

ω² = U² ± 4t²,

both positive for U > 2t. The energy is −4t²/U + 2t²/U = −2t²/U, against U/2 − 2t for the symmetric state, so the broken-symmetry state is lower by (U − 2t)²/(2U).

```lean
import Mathlib

open Complex (I)

namespace HubbardDimerInstability

noncomputable section

/-- Mean-field energy of the dimer with spin imbalances `z₁, z₂` and phases `φ₁, φ₂`,
for imbalances between -1 and 1. -/
def energy (t U z₁ z₂ φ₁ φ₂ : ℝ) : ℝ :=
  -t * (√(1 - z₁ ^ 2) * Real.cos φ₁ + √(1 - z₂ ^ 2) * Real.cos φ₂) + U / 2 * (1 + z₁ * z₂)

/-- Phase velocity of a spin with imbalance `z` and phase `φ`, the other spin having
imbalance `w`; the domain is `z ^ 2 < 1`. -/
def phaseVel (t U z w φ : ℝ) : ℝ := 2 * t * z * Real.cos φ / √(1 - z ^ 2) + U * w

/-- Rate of change of the imbalance `z` of a spin with phase `φ`. -/
def imbVel (t z φ : ℝ) : ℝ := -(2 * t * √(1 - z ^ 2)) * Real.sin φ

/-- All four velocities vanish. -/
def IsStationary (t U z₁ z₂ φ₁ φ₂ : ℝ) : Prop :=
  phaseVel t U z₁ z₂ φ₁ = 0 ∧ phaseVel t U z₂ z₁ φ₂ = 0 ∧ imbVel t z₁ φ₁ = 0 ∧ imbVel t z₂ φ₂ = 0

/-- Response of the imbalance velocity to a small phase, up to sign. -/
def mobility (t z : ℝ) : ℝ := 2 * t * √(1 - z ^ 2)

/-- Response, at zero phase, of the phase velocity to a small change of the same spin's imbalance,
for `z ^ 2 < 1`. -/
def stiffness (t z : ℝ) : ℝ := 2 * t / √(1 - z ^ 2) ^ 3

/-- The equations linearised at imbalances `z₁, z₂` and zero phases have a nonzero solution
proportional to `exp (i ω τ)` in the time `τ`. -/
def IsNormalFrequency (t U z₁ z₂ : ℝ) (ω : ℂ) : Prop :=
  ∃ ζ₁ ζ₂ η₁ η₂ : ℂ, (ζ₁ ≠ 0 ∨ ζ₂ ≠ 0 ∨ η₁ ≠ 0 ∨ η₂ ≠ 0) ∧
    I * ω * ζ₁ = -(mobility t z₁ : ℂ) * η₁ ∧ I * ω * ζ₂ = -(mobility t z₂ : ℂ) * η₂ ∧
    I * ω * η₁ = (stiffness t z₁ : ℂ) * ζ₁ + (U : ℂ) * ζ₂ ∧
    I * ω * η₂ = (stiffness t z₂ : ℂ) * ζ₂ + (U : ℂ) * ζ₁

/-- Derivative of the hopping amplitude `√(1 - z²)` with respect to the imbalance. -/
theorem hasDerivAt_hopping {z : ℝ} (hz : z ^ 2 < 1) :
    HasDerivAt (fun x : ℝ => √(1 - x ^ 2)) (-z / √(1 - z ^ 2)) z := by
  have h1 : HasDerivAt (fun x : ℝ => 1 - x ^ 2) (-(2 * z)) z := by
    simpa using (hasDerivAt_pow 2 z).const_sub 1
  have h2 := h1.sqrt (sub_pos.2 hz).ne'
  refine h2.congr_deriv ?_
  ring

/-- Hamilton's equations: the velocities are `φ' = 2 ∂E/∂z` and `z' = -2 ∂E/∂φ` for both spins. -/
theorem hamilton_equations (t U φ₁ φ₂ : ℝ) {z₁ z₂ : ℝ} (h₁ : z₁ ^ 2 < 1) (h₂ : z₂ ^ 2 < 1) :
    HasDerivAt (fun z => energy t U z z₂ φ₁ φ₂) (phaseVel t U z₁ z₂ φ₁ / 2) z₁ ∧
    HasDerivAt (fun z => energy t U z₁ z φ₁ φ₂) (phaseVel t U z₂ z₁ φ₂ / 2) z₂ ∧
    HasDerivAt (fun φ => energy t U z₁ z₂ φ φ₂) (-imbVel t z₁ φ₁ / 2) φ₁ ∧
    HasDerivAt (fun φ => energy t U z₁ z₂ φ₁ φ) (-imbVel t z₂ φ₂ / 2) φ₂ := by
  unfold energy phaseVel imbVel
  refine ⟨?_, ?_, ?_, ?_⟩
  · exact (((((hasDerivAt_hopping h₁).mul_const _).add_const _).const_mul (-t)).fun_add
      ((((hasDerivAt_id' z₁).mul_const z₂).const_add 1).const_mul (U / 2))).congr_deriv (by ring)
  · exact (((((hasDerivAt_hopping h₂).mul_const _).const_add _).const_mul (-t)).fun_add
      ((((hasDerivAt_id' z₂).const_mul z₁).const_add 1).const_mul (U / 2))).congr_deriv (by ring)
  · exact (((((Real.hasDerivAt_cos φ₁).const_mul _).add_const _).const_mul (-t)).add_const
      _).congr_deriv (by ring)
  · exact (((((Real.hasDerivAt_cos φ₂).const_mul _).const_add _).const_mul (-t)).add_const
      _).congr_deriv (by ring)

/-- First-order change of the velocities of one spin along any differentiable family of states
that passes through zero phase. -/
theorem linearisation (t U : ℝ) {z₁ z₂ φ : ℝ → ℝ} {ζ₁ ζ₂ η : ℝ} (h₁ : HasDerivAt z₁ ζ₁ 0)
    (h₂ : HasDerivAt z₂ ζ₂ 0) (hφ : HasDerivAt φ η 0) (hz : z₁ 0 ^ 2 < 1) (h0 : φ 0 = 0) :
    HasDerivAt (fun e => phaseVel t U (z₁ e) (z₂ e) (φ e))
      (stiffness t (z₁ 0) * ζ₁ + U * ζ₂) 0 ∧
    HasDerivAt (fun e => imbVel t (z₁ e) (φ e)) (-mobility t (z₁ 0) * η) 0 := by
  have hc := (hasDerivAt_hopping hz).comp (0 : ℝ) h₁
  have hs : HasDerivAt (fun e => √(1 - z₁ e ^ 2)) (-z₁ 0 / √(1 - z₁ 0 ^ 2) * ζ₁) 0 := hc
  have hne : √(1 - z₁ 0 ^ 2) ≠ 0 := (Real.sqrt_pos.2 (sub_pos.2 hz)).ne'
  have hsq : √(1 - z₁ 0 ^ 2) ^ 2 + z₁ 0 ^ 2 = 1 := by
    rw [Real.sq_sqrt (sub_pos.2 hz).le]; ring
  unfold phaseVel imbVel stiffness mobility
  constructor
  · refine ((((h₁.const_mul (2 * t)).fun_mul hφ.cos).fun_div hs hne).fun_add
      (h₂.const_mul U)).congr_deriv ?_
    rw [h0, Real.sin_zero, Real.cos_zero]
    generalize √(1 - z₁ 0 ^ 2) = s at hne hsq ⊢
    calc _ = 2 * t / s ^ 3 * ζ₁ * (s ^ 2 + z₁ 0 ^ 2) + U * ζ₂ := by field_simp; ring
      _ = _ := by rw [hsq, mul_one]
  · refine (((hs.const_mul (2 * t)).fun_neg).fun_mul hφ.sin).congr_deriv ?_
    rw [h0, Real.sin_zero, Real.cos_zero]
    ring

/-- For imbalances of equal magnitude the squared normal frequencies are
mobility times (stiffness ± U). -/
theorem normalFrequency_iff {t z₁ z₂ : ℝ} (U : ℝ) (ω : ℂ) (ht : 0 < t) (hz : z₂ ^ 2 = z₁ ^ 2)
    (h₁ : z₁ ^ 2 < 1) : IsNormalFrequency t U z₁ z₂ ω ↔
      ω ^ 2 = ((mobility t z₁ * (stiffness t z₁ + U) : ℝ) : ℂ) ∨
      ω ^ 2 = ((mobility t z₁ * (stiffness t z₁ - U) : ℝ) : ℂ) := by
  have hm : (mobility t z₁ : ℂ) ≠ 0 := Complex.ofReal_ne_zero.2
    (mul_pos (by linarith) (Real.sqrt_pos.2 (sub_pos.2 h₁))).ne'
  have em : mobility t z₂ = mobility t z₁ := by unfold mobility; rw [hz]
  have ek : stiffness t z₂ = stiffness t z₁ := by unfold stiffness; rw [hz]
  unfold IsNormalFrequency
  rw [em, ek]
  push_cast
  generalize (mobility t z₁ : ℂ) = m at hm ⊢
  generalize (stiffness t z₁ : ℂ) = k
  constructor
  · rintro ⟨a, b, c, d, hne, e1, e2, e3, e4⟩
    -- eliminate the phases, then decouple sum and difference of the imbalances
    have p1 : ω ^ 2 * a = m * (k * a + U * b) := by
      linear_combination -(I * ω) * e1 + m * e3 + ω ^ 2 * a * Complex.I_sq
    have p2 : ω ^ 2 * b = m * (k * b + U * a) := by
      linear_combination -(I * ω) * e2 + m * e4 + ω ^ 2 * b * Complex.I_sq
    by_contra h
    obtain ⟨n1, n2⟩ := not_or.mp h
    have s : a + b = 0 := (mul_eq_zero.mp (show (ω ^ 2 - m * (k + U)) * (a + b) = 0 by
      linear_combination p1 + p2)).resolve_left (sub_ne_zero.mpr n1)
    have r : a - b = 0 := (mul_eq_zero.mp (show (ω ^ 2 - m * (k - U)) * (a - b) = 0 by
      linear_combination p1 - p2)).resolve_left (sub_ne_zero.mpr n2)
    have ha : a = 0 := by linear_combination (s + r) / 2
    have hb : b = 0 := by linear_combination (s - r) / 2
    have hc : c = 0 := (mul_eq_zero.mp (show m * c = 0 by
      linear_combination e1 - I * ω * ha)).resolve_left hm
    have hd : d = 0 := (mul_eq_zero.mp (show m * d = 0 by
      linear_combination e2 - I * ω * hb)).resolve_left hm
    rcases hne with h | h | h | h
    exacts [h ha, h hb, h hc, h hd]
  · obtain ⟨c, c1, c2⟩ : ∃ c : ℂ, m * c = -(I * ω) ∧ I * ω * c = ω ^ 2 / m :=
      ⟨-(I * ω) / m, by field_simp, by linear_combination (-ω ^ 2 / m) * Complex.I_sq⟩
    rintro (h | h) <;> rw [h, mul_div_cancel_left₀ _ hm] at c2
    · exact ⟨1, 1, c, c, Or.inl one_ne_zero, by linear_combination c1,
        by linear_combination c1, by linear_combination c2, by linear_combination c2⟩
    · exact ⟨1, -1, c, -c, Or.inl one_ne_zero, by linear_combination c1,
        by linear_combination -c1, by linear_combination c2, by linear_combination -c2⟩

/-- At the symmetric state the squared normal frequencies are `2t(2t ± U)`. -/
theorem symmetric_frequencies {t : ℝ} (U : ℝ) (ω : ℂ) (ht : 0 < t) :
    IsNormalFrequency t U 0 0 ω ↔ ω ^ 2 = ((2 * t * (2 * t + U) : ℝ) : ℂ) ∨
      ω ^ 2 = ((2 * t * (2 * t - U) : ℝ) : ℂ) := by
  have hm : mobility t 0 = 2 * t := by simp [mobility]
  have hk : stiffness t 0 = 2 * t := by simp [stiffness]
  rw [normalFrequency_iff U ω ht rfl (by norm_num), hm, hk]

/-- A frequency whose square is a nonnegative real number is real. -/
theorem im_eq_zero_of_sq {ω : ℂ} {r : ℝ} (hr : 0 ≤ r) (h : ω ^ 2 = (r : ℂ)) : ω.im = 0 := by
  have h1 := congrArg Complex.re h
  have h2 := congrArg Complex.im h
  simp only [sq, Complex.mul_re, Complex.mul_im, Complex.ofReal_re, Complex.ofReal_im] at h1 h2
  rcases mul_eq_zero.mp (show ω.re * ω.im = 0 by linarith) with h0 | h0
  · rw [h0] at h1
    exact mul_self_eq_zero.mp (le_antisymm (by linarith) (mul_self_nonneg _))
  · exact h0

/-- For `t, U > 0` the symmetric state has a normal frequency with negative imaginary part, hence a
growing factor `exp (i ω τ)`, exactly when `U > 2t`. -/
theorem symmetric_unstable_iff {t U : ℝ} (ht : 0 < t) (hU : 0 < U) :
    (∃ ω, IsNormalFrequency t U 0 0 ω ∧ ω.im < 0) ↔ 2 * t < U := by
  constructor
  · rintro ⟨ω, hω, him⟩
    by_contra h
    rcases (symmetric_frequencies U ω ht).1 hω with h' | h'
    · exact him.ne (im_eq_zero_of_sq (by positivity) h')
    · exact him.ne (im_eq_zero_of_sq (mul_nonneg (by linarith) (by linarith)) h')
  · intro h
    have hr : 0 < 2 * t * (U - 2 * t) := mul_pos (by linarith) (by linarith)
    obtain ⟨s, s0, hs⟩ : ∃ s : ℝ, 0 < s ∧ s ^ 2 = 2 * t * (U - 2 * t) :=
      ⟨_, Real.sqrt_pos.2 hr, Real.sq_sqrt hr.le⟩
    have hs' : (s : ℂ) ^ 2 = 2 * t * (U - 2 * t) := by exact_mod_cast hs
    refine ⟨-(I * s), (symmetric_frequencies U _ ht).2 (Or.inr ?_), by simpa using s0⟩
    push_cast
    linear_combination (-1 : ℂ) * hs' + (s : ℂ) ^ 2 * Complex.I_sq

/-- Imbalance of the broken-symmetry state, for `U > 2t > 0`. -/
def brokenZ (t U : ℝ) : ℝ := √(1 - 4 * t ^ 2 / U ^ 2)

/-- The broken-symmetry imbalance lies strictly between 0 and 1, and its hopping amplitude
is `2t/U`. -/
theorem brokenZ_spec {t U : ℝ} (ht : 0 < t) (hU : 2 * t < U) :
    0 < brokenZ t U ∧ brokenZ t U ^ 2 < 1 ∧ √(1 - brokenZ t U ^ 2) = 2 * t / U := by
  have hU0 : 0 < U := by linarith
  have hx : 4 * t ^ 2 / U ^ 2 < 1 := by
    rw [div_lt_one (by positivity)]; nlinarith
  have hp : 0 < 4 * t ^ 2 / U ^ 2 := by positivity
  have hsq : brokenZ t U ^ 2 = 1 - 4 * t ^ 2 / U ^ 2 := Real.sq_sqrt (by linarith)
  refine ⟨Real.sqrt_pos.2 (by linarith), by linarith, ?_⟩
  rw [hsq, show 1 - (1 - 4 * t ^ 2 / U ^ 2) = (2 * t / U) ^ 2 by ring,
    Real.sqrt_sq (by positivity)]

/-- For `U > 2t > 0` the state with opposite imbalances `±√(1 - 4t²/U²)` and zero phases is
stationary, and its squared normal frequencies are `U² ± 4t²`. -/
theorem broken_state {t U : ℝ} (ht : 0 < t) (hU : 2 * t < U) :
    IsStationary t U (brokenZ t U) (-brokenZ t U) 0 0 ∧
    ∀ ω, IsNormalFrequency t U (brokenZ t U) (-brokenZ t U) ω ↔
      ω ^ 2 = ((U ^ 2 + 4 * t ^ 2 : ℝ) : ℂ) ∨ ω ^ 2 = ((U ^ 2 - 4 * t ^ 2 : ℝ) : ℂ) := by
  obtain ⟨-, h1, hroot⟩ := brokenZ_spec ht hU
  have hU0 : U ≠ 0 := by linarith
  have ht0 : t ≠ 0 := ht.ne'
  constructor
  · have q : 2 * t * brokenZ t U * 1 / (2 * t / U) = U * brokenZ t U := by field_simp
    simp only [IsStationary, phaseVel, imbVel, neg_sq, hroot, Real.cos_zero, Real.sin_zero]
    exact ⟨by linear_combination q, by linear_combination -q, by ring, by ring⟩
  · intro ω
    have e1 : mobility t (brokenZ t U) * (stiffness t (brokenZ t U) + U) = U ^ 2 + 4 * t ^ 2 := by
      unfold mobility stiffness
      rw [hroot]
      field_simp
      ring
    have e2 : mobility t (brokenZ t U) * (stiffness t (brokenZ t U) - U) = U ^ 2 - 4 * t ^ 2 := by
      unfold mobility stiffness
      rw [hroot]
      field_simp
      ring
    rw [normalFrequency_iff U ω ht (neg_sq _) h1, e1, e2]

/-- For `U > 2t > 0` all normal frequencies of the broken-symmetry state are real and nonzero, and
its energy lies below that of the symmetric state by `(U - 2t)²/(2U)`. -/
theorem broken_stable {t U : ℝ} (ht : 0 < t) (hU : 2 * t < U) :
    (∀ ω, IsNormalFrequency t U (brokenZ t U) (-brokenZ t U) ω → ω.im = 0 ∧ ω ≠ 0) ∧
    energy t U (brokenZ t U) (-brokenZ t U) 0 0 =
      energy t U 0 0 0 0 - (U - 2 * t) ^ 2 / (2 * U) := by
  obtain ⟨-, h1, hroot⟩ := brokenZ_spec ht hU
  have hU0 : U ≠ 0 := by linarith
  constructor
  · intro ω hω
    have key : ∀ r : ℝ, 0 < r → ω ^ 2 = (r : ℂ) → ω.im = 0 ∧ ω ≠ 0 := by
      intro r hr h
      refine ⟨im_eq_zero_of_sq hr.le h, fun h0 => hr.ne' ?_⟩
      rw [h0, zero_pow two_ne_zero] at h
      exact_mod_cast h.symm
    rcases ((broken_state ht hU).2 ω).1 hω with h | h
    · exact key _ (by positivity) h
    · exact key _ (by nlinarith) h
  · have hb : brokenZ t U * -brokenZ t U = (2 * t / U) ^ 2 - 1 := by
      rw [← hroot, Real.sq_sqrt (sub_pos.2 h1).le]; ring
    have h0 : √(1 - (0 : ℝ) ^ 2) = 1 := by simp
    simp only [energy, neg_sq, hroot, hb, h0, Real.cos_zero]
    field_simp
    ring

end

end HubbardDimerInstability
```

```lean
#print axioms HubbardDimerInstability.hamilton_equations
-- 'HubbardDimerInstability.hamilton_equations' depends on axioms: [propext, Classical.choice, Quot.sound]
#print axioms HubbardDimerInstability.linearisation
-- 'HubbardDimerInstability.linearisation' depends on axioms: [propext, Classical.choice, Quot.sound]
#print axioms HubbardDimerInstability.symmetric_unstable_iff
-- 'HubbardDimerInstability.symmetric_unstable_iff' depends on axioms: [propext, Classical.choice, Quot.sound]
#print axioms HubbardDimerInstability.broken_stable
-- 'HubbardDimerInstability.broken_stable' depends on axioms: [propext, Classical.choice, Quot.sound]
```

## How the Lean statements describe the dimer

`energy` is your E, with real arguments. `phaseVel` and `imbVel` are the closed-form velocities, and `hamilton_equations` ties them to the energy through `HasDerivAt`, which says that a function has the given derivative at a point. The condition z² < 1 means that each electron has some weight on both sites, so that its relative phase is meaningful.

`mobility` is m and `stiffness` is k. The theorem `linearisation` obtains them as first-order responses along any differentiable family of states through zero phase, with z² < 1 at that point. It is written for one spin; exchanging the roles gives the other.

`IsNormalFrequency` says that a complex ω admits complex amplitudes, not all zero, satisfying the four linearised equations. With the convention exp(iωτ), growth means a negative imaginary part, and this is what `symmetric_unstable_iff` tests. `symmetric_frequencies` and `broken_state` give your two pairs of squared frequencies as equivalences, so no frequency is missing. `broken_state` includes stationarity, and `broken_stable` adds that the frequencies are real and nonzero, together with the energy difference.

The energy is the starting point; its derivation from the Hubbard Hamiltonian with a single determinant is not included. Stability here refers to the linearised equations, not to the long-time nonlinear motion, and only to motions in which each electron keeps its spin. Within this two-site mean-field model, the result shows a restricted solution losing stability in the spin channel while a lower solution, with the two spins displaced towards opposite sites, is available.

The hypothesis U > 0 matters in `symmetric_unstable_iff`. Take t = 1 and U = −3: then U < 2t, yet 2t(2t + U) = −2, and the mode in which both spins move together grows.

Instability could also be defined by a negative eigenvalue of the Hessian of E. At the symmetric state its eigenvalues are t ± U/2 for the imbalances and t, t for the phases, so a short calculation gives the same threshold. That version would speak about energy minima and would not state the frequencies.

## From the derivative of the hopping term to the frequencies

`hasDerivAt_hopping` differentiates √(1 − z²). The docstrings call this root the hopping amplitude; it is the factor that multiplies −t cos φ in the energy, not the hopping t itself. `hamilton_equations` combines it with the sum and product rules, and `ring` matches the result to the velocities. In `linearisation`, the identity `hsq`, which says (1 − z²) + z² = 1, merges the two terms of the derivative into 1/√(1 − z²)³.

`normalFrequency_iff` follows the decoupling above. `p1` and `p2` are the equations after the phases are eliminated, and `s` and `r` state that the sum and the difference vanish when neither bracket does. The algebra is checked by `linear_combination`, which verifies that an equation is a stated combination of known ones. The converse supplies the amplitudes 1 and ±1, with `c` equal to −iω/m.

`im_eq_zero_of_sq` shows that ω is real if ω² is real and nonnegative: the real or the imaginary part must vanish, and a purely imaginary ω with such a square is zero. This excludes exponential growth for U ≤ 2t in `symmetric_unstable_iff`; for U > 2t the proof exhibits the growing frequency.

`brokenZ_spec` establishes √(1 − z²) = 2t/U. `broken_state` inserts it into the velocities and into m(k ± U), and `broken_stable` uses the positivity of U² ± 4t² and evaluates both energies.
